# Energies of n-periodic Ising configurations fix even, finite-range exchange constants on a chain only through their sums over periodic images

To ask which exchange constants the energies of an n-site magnetic supercell can tell apart, one must decide where those constants live. Here they belong to the infinite chain, with one real number J(r) for each integer separation r, and only the spins are made to repeat with the cell.

Let J and K be two sets of exchange constants, both even in r and nonzero at finitely many separations, and let n ≥ 1. They give every n-periodic Ising configuration the same cell energy exactly when, for every r,

∑ₘ J(r + mn) = ∑ₘ K(r + mn), with m running over all integers.

For this one-dimensional, finite-range Ising model, the result says what can be learned by mapping collinear supercell energies from an electronic-structure calculation onto exchange constants. That the calculated energies have this pairwise form, with constants independent of the spin pattern, is assumed in the mapping and lies beyond the theorem.

## Spins, exchange constants and image sums

```lean
import Mathlib

open Finset

namespace SupercellAliasing

noncomputable section

/-- An Ising configuration: every spin is `1` or `-1`. -/
def IsIsing {X : Type*} (s : X → ℝ) : Prop := ∀ x, s x = 1 ∨ s x = -1
```

A configuration s assigns a real number to each site of a set X. The predicate `IsIsing` says that each of these numbers is 1 or −1.

```lean
/-- Energy per supercell of `n` sites of a spin chain `s` with exchange constants `J r`. -/
def cellEnergy (n : ℕ) (J : ℤ →₀ ℝ) (s : ℤ → ℝ) : ℝ :=
  ∑ x ∈ range n, J.sum fun r c => c * (s (x : ℤ) * s ((x : ℤ) + r))
```

The type `ℤ →₀ ℝ` holds the real functions on the integers with finitely many nonzero values. The cell energy is

E(s) = ∑ₓ ∑ᵣ J(r) s(x) s(x+r), with x = 0, …, n−1.

There is no minus sign, so a positive J(r) with r ≠ 0 favours antiparallel spins. For even J each bond is counted from both ends. The value J(0) is allowed and, for Ising spins, only adds a constant.

```lean
/-- The aliased exchange constant: the sum of `J` over all periodic images `r + m n` of the
separation `r`, for a cell of `n ≥ 1` sites. -/
def aliased (n : ℕ) (J : ℤ →₀ ℝ) (r : ℤ) : ℝ := ∑ᶠ m : ℤ, J (r + m * (n : ℤ))
```

This is the image sum, written J̃(r) below. The symbol `∑ᶠ` denotes a sum with finitely many nonzero terms, which is the case here because n ≥ 1.

```lean
/-- The sum of the exchange constants over a residue class of separations modulo `n`. -/
def fold (n : ℕ) (J : ℤ →₀ ℝ) (z : ZMod n) : ℝ :=
  ∑ r ∈ J.support with ((r : ℤ) : ZMod n) = z, J r
```

`ZMod n` is the set of integers modulo n, that is, the sites of a ring. `fold` adds all J(r) whose separation r has the residue z.

## Pair couplings on any finite periodic cell

```lean
section Torus

variable {G : Type*} [AddCommGroup G] [Fintype G]

/-- Energy of spins on a finite periodic cell `G` (of any dimension) with coupling `D d` between
sites separated by `d`. -/
def torusEnergy (D : G → ℝ) (σ : G → ℝ) : ℝ := ∑ g, ∑ d, D d * (σ g * σ (g + d))
```

The cell is now any finite abelian group G. A three-dimensional supercell with one spin per primitive cell is an example. The letter D stands for a general pair coupling, not for anisotropy or a Dzyaloshinskii–Moriya term, and σ is a classical spin pattern:

E_D(σ) = ∑_g ∑_d D(d) σ(g) σ(g+d).

```lean
/-- The ferromagnetic state with the spins in the set `S` reversed. -/
def flipped [DecidableEq G] (S : Finset G) (g : G) : ℝ := if g ∈ S then -1 else 1
```

`flipped S` has spin −1 on the sites in S and +1 elsewhere.

```lean
/-- Four-state method: the energies with no spin, one spin, the other spin and both spins reversed
isolate the coupling between two distinct sites `a` and `b`. -/
theorem four_state [DecidableEq G] (D : G → ℝ) {a b : G} (hab : a ≠ b) :
    torusEnergy D (flipped ∅) - torusEnergy D (flipped {a}) - torusEnergy D (flipped {b})
      + torusEnergy D (flipped {a, b}) = 4 * (D (b - a) + D (a - b)) := by
  -- a product of two site indicators picks out one coupling
  have pick : ∀ a b : G, ∑ g, ∑ e, D e * ((if g = a then (1 : ℝ) else 0) *
      (if g + e = b then (1 : ℝ) else 0)) = D (b - a) := by
    intro a b
    rw [Finset.sum_eq_single a, Finset.sum_eq_single (b - a)]
    · simp
    · intro e _ he
      have h : a + e ≠ b := fun h => he (by rw [← h]; abel)
      simp [h]
    · simp
    · intro g _ hg
      simp [hg]
    · simp
  have h0 : ∀ g : G, flipped ∅ g = 1 := fun g => by simp [flipped]
  have h1 : ∀ a g : G, flipped {a} g = 1 - 2 * (if g = a then (1 : ℝ) else 0) := by
    intro a g
    by_cases h : g = a <;> norm_num [flipped, h]
  have h2 : ∀ g : G, flipped {a, b} g = 1 - 2 * (if g = a then (1 : ℝ) else 0)
      - 2 * (if g = b then (1 : ℝ) else 0) := by
    intro g
    by_cases ha : g = a
    · norm_num [flipped, ha, hab]
    · by_cases hb : g = b
      · norm_num [flipped, hb, hab.symm]
      · norm_num [flipped, ha, hb]
  rw [← pick a b, ← pick b a]
  simp only [torusEnergy, h0, h1, h2, ← Finset.sum_sub_distrib, ← Finset.sum_add_distrib,
    Finset.mul_sum]
  refine Finset.sum_congr rfl fun g _ => Finset.sum_congr rfl fun e _ => ?_
  ring
```

A theorem lists its hypotheses, then the statement after the colon, then the proof after `:= by`. This one says that, for distinct sites a and b,

E(none) − E(a) − E(b) + E(a,b) = 4[D(b−a) + D(a−b)],

where the arguments name the reversed spins.

By hand, let u and v be the indicators of g = a and g = b, and let u′ and v′ be those of g+d = a and g+d = b. The reversed patterns are 1−2u, 1−2v and, since a ≠ b, 1−2u−2v. For one bond the combination is

1 − (1−2u)(1−2u′) − (1−2v)(1−2v′) + (1−2u−2v)(1−2u′−2v′) = 4(uv′ + vu′).

The product uv′ is nonzero only for g = a and d = b−a, so its weighted sum is D(b−a). Likewise vu′ gives D(a−b). In Lean, `pick` evaluates these sums, `h0`, `h1` and `h2` write the patterns through indicators, and the final `ring` checks the identity for one bond.

```lean
/-- Twice the energy is the energy of the symmetrised coupling `D d + D (-d)`. -/
theorem two_mul_torusEnergy (D σ : G → ℝ) :
    2 * torusEnergy D σ = torusEnergy (fun d => D d + D (-d)) σ := by
  -- reversing every bond leaves the energy unchanged
  have hrev : torusEnergy D σ = torusEnergy (fun d => D (-d)) σ := by
    calc torusEnergy D σ = ∑ d, ∑ g, D d * (σ g * σ (g + d)) := Finset.sum_comm
      _ = ∑ d, ∑ g, D (-d) * (σ g * σ (g + -d)) :=
        (Equiv.sum_comp (Equiv.neg G) (fun d => ∑ g, D d * (σ g * σ (g + d)))).symm
      _ = ∑ d, ∑ g, D (-d) * (σ g * σ (g + d)) := by
        refine Finset.sum_congr rfl fun d _ => ?_
        rw [← Equiv.sum_comp (Equiv.addRight d) (fun g => D (-d) * (σ g * σ (g + -d)))]
        refine Finset.sum_congr rfl fun g _ => ?_
        simp only [Equiv.coe_addRight, add_neg_cancel_right]
        ring
      _ = torusEnergy (fun d => D (-d)) σ := Finset.sum_comm
  have hadd : torusEnergy (fun d => D d + D (-d)) σ
      = torusEnergy D σ + torusEnergy (fun d => D (-d)) σ := by
    simp only [torusEnergy, add_mul, Finset.sum_add_distrib]
  linarith
```

The energy depends only on the symmetrised coupling D(d) + D(−d). To see this, replace d by −d in the sum, then shift g by d:

E_D(σ) = ∑_d D(−d) ∑_g σ(g) σ(g−d) = ∑_d D(−d) ∑_g σ(g+d) σ(g).

The right-hand side is the energy of the reversed coupling d ↦ D(−d). Adding the two equal energies gives the claim. `Finset.sum_comm` exchanges the sums, and `Equiv.sum_comp` carries out both changes of variable.

```lean
/-- Two couplings on a finite periodic cell give every Ising configuration the same energy exactly
when their symmetrised couplings coincide. -/
theorem torusEnergy_eq_iff (D D' : G → ℝ) :
    (∀ σ : G → ℝ, IsIsing σ → torusEnergy D σ = torusEnergy D' σ) ↔
      ∀ d, D d + D (-d) = D' d + D' (-d) := by
  classical
  constructor
  · intro h
    have hh : ∀ S : Finset G, torusEnergy D (flipped S) = torusEnergy D' (flipped S) := by
      intro S
      refine h _ fun g => ?_
      by_cases hg : g ∈ S <;> simp [flipped, hg]
    -- nonzero separations: the four-state method
    have off : ∀ d : G, d ≠ 0 → D d + D (-d) = D' d + D' (-d) := by
      intro d hd
      have e1 := four_state D hd.symm
      have e2 := four_state D' hd.symm
      simp only [sub_zero, zero_sub] at e1 e2
      linarith [hh ∅, hh {0}, hh {d}, hh {0, d}]
    -- zero separation: the ferromagnetic state
    have c : ∀ F : G → ℝ, torusEnergy F (flipped ∅) = (Fintype.card G : ℝ) * ∑ d, F d := by
      intro F
      simp [torusEnergy, flipped]
    have hcard : (Fintype.card G : ℝ) ≠ 0 := by
      exact_mod_cast Fintype.card_ne_zero
    have htot : ∑ d, D d = ∑ d, D' d := by
      have e := hh ∅
      rw [c, c] at e
      exact mul_left_cancel₀ hcard e
    have hneg : ∀ F : G → ℝ, ∑ d, F (-d) = ∑ d, F d := fun F =>
      Equiv.sum_comp (Equiv.neg G) F
    have hz : ∑ d, ((D d + D (-d)) - (D' d + D' (-d))) = 0 := by
      rw [Finset.sum_sub_distrib, Finset.sum_add_distrib, Finset.sum_add_distrib, hneg, hneg,
        htot]
      ring
    rw [Finset.sum_eq_single (0 : G) (fun d _ hd => sub_eq_zero.2 (off d hd))
      (fun h0 => absurd (Finset.mem_univ _) h0)] at hz
    intro d
    by_cases hd : d = 0
    · subst hd
      exact sub_eq_zero.1 hz
    · exact off d hd
  · intro h σ _
    have e1 := two_mul_torusEnergy D σ
    have e2 := two_mul_torusEnergy D' σ
    rw [funext h] at e1
    linarith

end Torus
```

Two couplings D and D′ give all Ising configurations equal energies exactly when D(d) + D(−d) = D′(d) + D′(−d) for every d. Neither coupling is assumed even.

Suppose that the energies agree. For d ≠ 0, the four-state identity with a = 0 and b = d gives the equality; this is the step `off`. For d = 0, take the ferromagnetic state, whose energy is |G| ∑_d D(d), with |G| the number of sites. Hence ∑_d D(d) = ∑_d D′(d), and therefore

∑_d [D(d) + D(−d) − D′(d) − D′(−d)] = 0.

Every term with d ≠ 0 is already zero, so the term with d = 0 vanishes too. The converse follows from the previous theorem, since equal symmetrised couplings give equal values of 2E.

## From the chain to the ring

```lean
/-- For `n ≥ 1`, the aliased exchange constant is the sum of `J` over the residue class of `r`
modulo `n`. -/
theorem aliased_eq_fold (n : ℕ) [NeZero n] (J : ℤ →₀ ℝ) (r : ℤ) :
    aliased n J r = fold n J (r : ZMod n) := by
  have hn : (n : ℤ) ≠ 0 := by exact_mod_cast NeZero.ne n
  have inj : Function.Injective (fun m : ℤ => r + m * (n : ℤ)) := fun a b h =>
    mul_right_cancel₀ hn (add_left_cancel h)
  have e : ∑ᶠ x ∈ Set.range (fun m : ℤ => r + m * (n : ℤ)), J x
      = ∑ᶠ m : ℤ, J (r + m * (n : ℤ)) := finsum_mem_range inj
  unfold aliased fold
  rw [← e]
  apply finsum_mem_eq_sum_of_inter_support_eq
  ext x
  simp only [Set.mem_inter_iff, Set.mem_range, Function.mem_support, Finset.coe_filter,
    Set.mem_ofPred_eq, Finsupp.mem_support_iff]
  constructor
  · rintro ⟨⟨m, rfl⟩, hx⟩
    exact ⟨⟨hx, by simp⟩, hx⟩
  · rintro ⟨⟨_, h⟩, hx⟩
    obtain ⟨m, hm⟩ := (ZMod.intCast_eq_intCast_iff_dvd_sub r x n).1 h.symm
    exact ⟨⟨m, by linarith⟩, hx⟩
```

The image sum J̃(r) equals the sum of J over the residue class of r. The map m ↦ r + mn reaches every member of the class, and reaches it once because n ≠ 0. Lean records the second fact as `inj` and then compares the two index sets at the separations where J is nonzero.

```lean
/-- Even exchange constants have even aliased exchange constants. -/
theorem aliased_neg (n : ℕ) (J : ℤ →₀ ℝ) (hJ : ∀ r, J (-r) = J r) (r : ℤ) :
    aliased n J (-r) = aliased n J r := by
  have e : ∑ᶠ m : ℤ, J (-r + (Equiv.neg ℤ m) * (n : ℤ)) = ∑ᶠ m : ℤ, J (-r + m * (n : ℤ)) :=
    finsum_comp_equiv (Equiv.neg ℤ) (f := fun m : ℤ => J (-r + m * (n : ℤ)))
  unfold aliased
  rw [← e]
  refine finsum_congr fun m => ?_
  have h : -r + -m * (n : ℤ) = -(r + m * (n : ℤ)) := by ring
  change J (-r + -m * (n : ℤ)) = _
  rw [h, hJ]
```

Evenness passes from J to J̃. Replace m by −m, then use J(−q) = J(q):

J̃(−r) = ∑ₘ J(−r − mn) = ∑ₘ J(−(r + mn)) = J̃(r).

```lean
/-- The cell energy of a periodic chain is the energy of a ring of `n` spins whose couplings are
the exchange constants summed over residue classes. -/
theorem cellEnergy_periodic (n : ℕ) [NeZero n] (J : ℤ →₀ ℝ) (σ : ZMod n → ℝ) :
    cellEnergy n J (fun x : ℤ => σ (x : ZMod n)) = torusEnergy (fold n J) σ := by
  -- group the separations by residue class
  have inner : ∀ g : ZMod n, ∑ d, fold n J d * (σ g * σ (g + d))
      = ∑ r ∈ J.support, J r * (σ g * σ (g + (r : ZMod n))) := by
    intro g
    rw [← Finset.sum_fiberwise J.support (fun r : ℤ => (r : ZMod n))]
    refine Finset.sum_congr rfl fun d _ => ?_
    rw [fold, Finset.sum_mul]
    refine Finset.sum_congr rfl fun r hr => ?_
    rw [(Finset.mem_filter.1 hr).2]
  unfold cellEnergy torusEnergy
  simp only [inner, Finsupp.sum]
  refine Finset.sum_nbij' (fun x : ℕ => (x : ZMod n)) ZMod.val ?_ ?_ ?_ ?_ ?_
  · intro x _
    exact Finset.mem_univ _
  · intro z _
    exact Finset.mem_range.2 (ZMod.val_lt z)
  · intro x hx
    exact ZMod.val_cast_of_lt (Finset.mem_range.1 hx)
  · intro z _
    exact ZMod.natCast_zmod_val z
  · intro x _
    simp only [Int.cast_add, Int.cast_natCast]
```

A pattern σ on the ring defines a periodic chain by s(x) = σ(x mod n). Its energy is

∑ₓ ∑ᵣ J(r) σ(x) σ(x+r) = ∑_g ∑_d [∑_{r ≡ d} J(r)] σ(g) σ(g+d),

because σ(x+r) depends only on the residue of r, and x = 0, …, n−1 visits each ring site once. The step `inner` groups the separations, and `Finset.sum_nbij'` matches the sites.

## When two sets of constants give the same energies

```lean
/-- Supercell aliasing: for even exchange constants of finite range, the energies of all
`n`-periodic Ising configurations agree exactly when the aliased exchange constants agree. -/
theorem cellEnergy_eq_iff (n : ℕ) [NeZero n] (J K : ℤ →₀ ℝ)
    (hJ : ∀ r, J (-r) = J r) (hK : ∀ r, K (-r) = K r) :
    (∀ s : ℤ → ℝ, IsIsing s → Function.Periodic s (n : ℤ) →
      cellEnergy n J s = cellEnergy n K s) ↔ ∀ r, aliased n J r = aliased n K r := by
  constructor
  · intro h r
    have key := (torusEnergy_eq_iff (fold n J) (fold n K)).1 (fun σ hσ => by
      rw [← cellEnergy_periodic, ← cellEnergy_periodic]
      exact h _ (fun x => hσ _) (fun x => by simp)) (r : ZMod n)
    rw [← Int.cast_neg, ← aliased_eq_fold, ← aliased_eq_fold, ← aliased_eq_fold,
      ← aliased_eq_fold, aliased_neg n J hJ, aliased_neg n K hK] at key
    linarith
  · intro h s _ hp
    -- a periodic configuration lives on the ring of residues
    obtain ⟨σ, hσ⟩ : ∃ σ : ZMod n → ℝ, s = fun x : ℤ => σ (x : ZMod n) := by
      refine ⟨fun z => s (z.val : ℤ), funext fun x => ?_⟩
      have hx : x % (n : ℤ) = x - (x / (n : ℤ)) • (n : ℤ) := by
        rw [smul_eq_mul, Int.emod_def, mul_comm]
      change s x = s (((x : ZMod n).val : ℕ) : ℤ)
      rw [ZMod.val_intCast, hx, hp.sub_zsmul_eq]
    have hf : fold n J = fold n K := by
      funext z
      obtain ⟨r, rfl⟩ := ZMod.intCast_surjective z
      rw [← aliased_eq_fold, ← aliased_eq_fold]
      exact h r
    rw [hσ, cellEnergy_periodic, cellEnergy_periodic, hf]
```

The hypotheses `hJ` and `hK` state evenness, and `[NeZero n]` states n ≥ 1. `Function.Periodic s (n : ℤ)` means s(x+n) = s(x) for all x, so shorter periods are included. The symbol `↔` joins the two conditions.

Suppose that the cell energies agree. Every Ising pattern on the ring lifts to an n-periodic chain, so the ring energies agree as well. The result for finite cells then gives

J̃(r) + J̃(−r) = K̃(r) + K̃(−r),

and evenness turns this into 2J̃(r) = 2K̃(r). In Lean this equation is `key`, and `linarith` removes the factor 2.

Conversely, a periodic s is determined by its values on the residues, which supply the ring pattern σ. Equal image sums mean equal ring couplings, hence equal energies. Evenness is used only in the first direction. For n = 1 all spins are equal, and the criterion compares just the total sums of J and K.

## Shells at distances r and n − r

```lean
/-- Exchange constants `c` placed at `r` and at `-r` give every `n`-periodic configuration the same
cell energy as `c` placed at `n - r` and at `-(n - r)`. Where the two separations of a pair coincide
(at zero), the two constants add up to `2 * c`. -/
theorem shell_alias (n : ℕ) (r : ℤ) (c : ℝ) (s : ℤ → ℝ) (hp : Function.Periodic s (n : ℤ)) :
    cellEnergy n (Finsupp.single r c + Finsupp.single (-r) c) s =
      cellEnergy n (Finsupp.single (n - r) c + Finsupp.single (-(n - r)) c) s := by
  have expand : ∀ (q x : ℤ), (Finsupp.single q c + Finsupp.single (-q) c).sum
      (fun r c => c * (s x * s (x + r))) = c * (s x * s (x + q)) + c * (s x * s (x + -q)) := by
    intro q x
    rw [Finsupp.sum_add_index' (fun _ => by ring) (fun _ _ _ => by ring),
      Finsupp.sum_single_index (by ring), Finsupp.sum_single_index (by ring)]
  unfold cellEnergy
  refine Finset.sum_congr rfl fun x _ => ?_
  have h1 : s ((x : ℤ) + (n - r)) = s ((x : ℤ) + -r) := by
    rw [← hp ((x : ℤ) + -r)]
    congr 1
    ring
  have h2 : s ((x : ℤ) + -(n - r)) = s ((x : ℤ) + r) := by
    rw [← hp ((x : ℤ) + -(n - r))]
    congr 1
    ring
  rw [expand, expand, h1, h2]
  ring

end

end SupercellAliasing
```

`Finsupp.single r c` is the function with value c at r and zero elsewhere. Periodicity gives s(x+n−r) = s(x−r) and s(x−(n−r)) = s(x+r), so both shells contribute

c s(x) [s(x+r) + s(x−r)]

at each site x. These two identities are `h1` and `h2`. The proof is direct and works for any real periodic s, Ising or not.

## A nearest-neighbour constant from a four-site cell

Take n = 4 and calculate the energies of ↑↑↑↑, ↓↑↑↑, ↑↓↑↑ and ↓↓↑↑. A spin-independent background energy cancels in the four-state combination, which for even J equals

8 J̃(1) = 8 [J(1) + J(3) + J(5) + …].

Dividing by 8 therefore gives the sum over all odd distances, and it equals J(1) only if the rest of that sum vanishes. In an eight-site cell the same procedure gives J(1) + J(7) + J(9) + …, which no longer contains J(3). The image sum J̃(0) enters every cell energy as the constant n J̃(0), so an unknown background energy hides it.

```lean
#print axioms SupercellAliasing.cellEnergy_eq_iff
#print axioms SupercellAliasing.shell_alias
```

```
'SupercellAliasing.cellEnergy_eq_iff' depends on axioms: [propext, Classical.choice, Quot.sound]
'SupercellAliasing.shell_alias' depends on axioms: [propext, Classical.choice, Quot.sound]
```
